# Facet energies known to within a relative error \(e<1\) confine the Wulff shape between two scaled copies

A small crystal in equilibrium with its surroundings takes the shape of least surface energy at fixed volume. The Wulff construction finds this shape from the surface energy per unit area of each facet: draw a plane perpendicular to each facet normal, at a distance from the origin proportional to the energy, and keep the region on the inner side of all the planes. The energies often come from electronic-structure calculations and carry errors from the functional, the slab thickness or the sampling of the Brillouin zone. How far can such errors distort the constructed shape?

Suppose that every facet energy has a relative error of at most \(e\), with \(0\le e<1\). For a fixed list of facet normals, and with the same constant of proportionality in both constructions, the computed shape then contains the true one shrunk by \(1-e\) and is contained in the true one dilated by \(1+e\). The bound \(e\) is an input, to be estimated from convergence tests or comparison between methods.

## The shape as an intersection of half-spaces

Let \(d\) be the dimension of space, and let the index \(i\) run over a set \(\iota\) of facets.

```lean
import Mathlib

open MeasureTheory
open scoped Pointwise

namespace WulffShapeStability

variable {ι : Type*} {d : ℕ}
```

Facet \(i\) has normal \(n_i\in\mathbb R^d\) and true surface energy \(g_i\). The Wulff shape is

\[
W(g)=\{x\in\mathbb R^d : \langle x,n_i\rangle\le g_i\ \text{for every } i\}.
\]

```lean
/-- The Wulff shape: all points `x` with `⟨x, n i⟩ ≤ g i` for every facet `i`, where `n i` is the
facet normal and `g i` the surface energy. -/
def wulffShape (n : ι → EuclideanSpace ℝ (Fin d)) (g : ι → ℝ) :
    Set (EuclideanSpace ℝ (Fin d)) :=
  {x | ∀ i, inner ℝ x (n i) ≤ g i}
```

Space is `EuclideanSpace ℝ (Fin d)`, and `inner ℝ x (n i)` is the scalar product. With unit normals, a positive \(g_i\) is the distance of plane \(i\) from the origin. The definition does not require unit length, and the theorems hold for any vectors \(n_i\). The scale is fixed by reading energies directly as lengths; the shape is not renormalised to a given amount of material.

## Larger energies, larger shape

Let \(h_i\) be a second set of energies for the same normals. If \(g_i\le h_i\) for every \(i\) and \(x\in W(g)\), then \(\langle x,n_i\rangle\le g_i\le h_i\), so \(x\in W(h)\).

```lean
/-- Raising surface energies, with the normals fixed, can only enlarge the Wulff shape. -/
theorem wulffShape_mono (n : ι → EuclideanSpace ℝ (Fin d)) {g h : ι → ℝ}
    (hgh : ∀ i, g i ≤ h i) : wulffShape n g ⊆ wulffShape n h :=
  fun _ hx i => (hx i).trans (hgh i)
```

The proof is this chain of inequalities, joined by `trans`.

A common factor \(c>0\) changes only the size. A point \(x\) lies in the dilated set \(cW(g)\) exactly when \(c^{-1}x\in W(g)\), and

\[
c^{-1}\langle x,n_i\rangle\le g_i
\quad\Longleftrightarrow\quad
\langle x,n_i\rangle\le c\,g_i .
\]

Hence \(W(cg)=cW(g)\).

```lean
/-- Multiplying all surface energies by a common factor `c > 0` dilates the Wulff shape
by `c`. -/
theorem wulffShape_scale (n : ι → EuclideanSpace ℝ (Fin d)) (g : ι → ℝ) {c : ℝ}
    (hc : 0 < c) : wulffShape n (fun i => c * g i) = c • wulffShape n g := by
  ext x
  rw [Set.mem_smul_set_iff_inv_smul_mem₀ hc.ne']
  simp only [wulffShape, Set.mem_ofPred_eq, real_inner_smul_left]
  refine forall_congr' fun i => ?_
  rw [inv_mul_le_iff₀ hc]
```

In Lean, `c • wulffShape n g` is the dilation about the origin. The first rewrite replaces membership in it by the condition on \(c^{-1}x\), and `inv_mul_le_iff₀` is the displayed equivalence. An error that multiplies all energies by the same factor therefore disappears once the crystal is rescaled to its actual volume.

## The computed shape between two dilations

From now on \(h_i\) are the computed energies, with \(|h_i-g_i|\le e\,g_i\). Opening the absolute value gives

\[
(1-e)g_i\le h_i\le(1+e)g_i .
\]

Both factors are positive because \(0\le e<1\). Monotonicity and scaling then yield

\[
(1-e)W(g)\subseteq W(h)\subseteq(1+e)W(g).
\]

```lean
/-- If every surface energy is computed with relative error at most `e`, where `0 ≤ e < 1`, the
computed shape lies between the true shape shrunk by `1 - e` and the true shape dilated
by `1 + e`. -/
theorem wulffShape_between (n : ι → EuclideanSpace ℝ (Fin d)) {g h : ι → ℝ} {e : ℝ}
    (he : 0 ≤ e) (he1 : e < 1) (hh : ∀ i, |h i - g i| ≤ e * g i) :
    (1 - e) • wulffShape n g ⊆ wulffShape n h ∧
      wulffShape n h ⊆ (1 + e) • wulffShape n g := by
  rw [← wulffShape_scale n g (show 0 < 1 - e by linarith),
    ← wulffShape_scale n g (show 0 < 1 + e by linarith)]
  constructor
  · exact wulffShape_mono n fun i => by linarith [(abs_le.mp (hh i)).1]
  · exact wulffShape_mono n fun i => by linarith [(abs_le.mp (hh i)).2]
```

The hypothesis `hh` is the error bound, facet by facet. The proof turns each dilated set back into a Wulff shape with scaled energies, and `linarith` supplies the two inequalities between energies. The number of facets may be infinite here, and the shape need not be bounded.

## Volumes

Write \(V(g)\) for the \(d\)-dimensional volume of \(W(g)\). Dilation by \(c>0\) stretches each of the \(d\) directions by \(c\), so

\[
V(cg)=c^dV(g).
\]

```lean
/-- Multiplying all surface energies by a common factor `c > 0` multiplies the volume of the
Wulff shape in `d` dimensions by exactly `c ^ d`. -/
theorem volume_scale (n : ι → EuclideanSpace ℝ (Fin d)) (g : ι → ℝ) {c : ℝ} (hc : 0 < c) :
    volume.real (wulffShape n (fun i => c * g i)) = c ^ d * volume.real (wulffShape n g) := by
  rw [wulffShape_scale n g hc]
  simp only [measureReal_def]
  rw [Measure.addHaar_smul, ENNReal.toReal_mul, ENNReal.toReal_ofReal (abs_nonneg _),
    finrank_euclideanSpace_fin, abs_of_pos (pow_pos hc d)]
```

The stretching rule is Mathlib's `Measure.addHaar_smul`. For a translation-invariant volume on a finite-dimensional real space, it says that scaling a set by a real number \(r\) multiplies its volume by \(|r^D|\), where \(D\) is the dimension of the space. It applies to every set, measurable or not, so nothing about the regularity of the Wulff shape has to be established first. The lemma works with volumes that may be infinite; the remaining rewrites pass to real numbers, identify \(D\) with \(d\) and remove the absolute value, since \(c^d>0\).

If \(W(g)\) is bounded, its volume is finite. So is that of \((1+e)W(g)\), and with it that of \(W(h)\), which lies inside. Comparing the volumes of the three nested sets gives

\[
(1-e)^dV(g)\le V(h)\le(1+e)^dV(g).
\]

```lean
/-- If the true Wulff shape is bounded and every surface energy has relative error at most `e`,
where `0 ≤ e < 1`, the computed volume lies between `(1 - e) ^ d` and `(1 + e) ^ d` times the
true volume. -/
theorem volume_between (n : ι → EuclideanSpace ℝ (Fin d)) {g h : ι → ℝ} {e : ℝ}
    (hb : Bornology.IsBounded (wulffShape n g))
    (he : 0 ≤ e) (he1 : e < 1) (hh : ∀ i, |h i - g i| ≤ e * g i) :
    (1 - e) ^ d * volume.real (wulffShape n g) ≤ volume.real (wulffShape n h) ∧
      volume.real (wulffShape n h) ≤ (1 + e) ^ d * volume.real (wulffShape n g) := by
  obtain ⟨hlow, hupp⟩ := wulffShape_between n he he1 hh
  -- the dilated true shape, and with it the computed shape, has finite volume
  have hfin : volume ((1 + e) • wulffShape n g) ≠ ⊤ := by
    rw [Measure.addHaar_smul]
    exact ENNReal.mul_ne_top ENNReal.ofReal_ne_top hb.measure_lt_top.ne
  have hfin' : volume (wulffShape n h) ≠ ⊤ :=
    ((measure_mono hupp).trans_lt hfin.lt_top).ne
  rw [← volume_scale n g (show 0 < 1 - e by linarith),
    ← volume_scale n g (show 0 < 1 + e by linarith),
    wulffShape_scale n g (show 0 < 1 - e by linarith),
    wulffShape_scale n g (show 0 < 1 + e by linarith)]
  exact ⟨measureReal_mono hlow hfin', measureReal_mono hupp hfin⟩
```

Boundedness enters as `hb`. It ensures that `volume.real`, which returns 0 for an infinite volume, gives the actual volume. The facts `hfin` and `hfin'` record finiteness of the larger set in each comparison, as `measureReal_mono` requires. For non-negative \(g_i\), the uniform errors \(h_i=(1-e)g_i\) and \(h_i=(1+e)g_i\) satisfy the error bound and, by the scaling law, attain the two volume bounds.

## The relative volume error

Dividing by \(V(g)\) requires it to be positive. With finitely many facets, all of positive energy, the set

\[
\{x:\langle x,n_i\rangle<g_i\ \text{for every } i\}
\]

is a finite intersection of open sets. It contains the origin, since \(0<g_i\), and a non-empty open set has positive volume. It lies inside \(W(g)\), so \(V(g)>0\).

```lean
/-- A bounded Wulff shape with finitely many facets, all of positive surface energy, has
positive volume. -/
theorem volume_pos [Finite ι] (n : ι → EuclideanSpace ℝ (Fin d)) {g : ι → ℝ}
    (hg : ∀ i, 0 < g i) (hb : Bornology.IsBounded (wulffShape n g)) :
    0 < volume.real (wulffShape n g) := by
  -- the strict inequalities cut out an open set around the origin
  have hU : IsOpen {x : EuclideanSpace ℝ (Fin d) | ∀ i, inner ℝ x (n i) < g i} := by
    simp only [Set.ofPred_forall]
    exact isOpen_iInter_of_finite fun i =>
      isOpen_lt (continuous_id.inner continuous_const) continuous_const
  have hpos := hU.measure_pos volume ⟨0, fun i => by simpa using hg i⟩
  have hW : 0 < volume (wulffShape n g) :=
    hpos.trans_le (measure_mono fun _ hx i => (hx i).le)
  exact ENNReal.toReal_pos hW.ne' hb.measure_lt_top.ne
```

`hU` is the openness, `hpos` the positive volume of the open set, and `hW` carries it over to the Wulff shape. For infinitely many facets, positivity of each energy is not enough: in the plane, take normals \((0,\pm1)\) with energy 1 and two sequences of further unit normals, tending to \((1,0)\) and to \((-1,0)\), with positive energies tending to 0. In the limit, every point \((x_1,x_2)\) of the shape satisfies \(x_1\le0\) and \(x_1\ge0\), so the shape lies on a line and has zero area.

The volume bounds now read \((1-e)^d\le V(h)/V(g)\le(1+e)^d\). The possible gain is \((1+e)^d-1\) and the possible loss \(1-(1-e)^d\). Bernoulli's inequality gives

\[
(1+e)^d\ge 1+de,\qquad (1-e)^d\ge 1-de .
\]

Adding these, \((1+e)^d+(1-e)^d\ge2\), so the loss is at most the gain and

\[
\left|\frac{V(h)}{V(g)}-1\right|\le(1+e)^d-1 .
\]

```lean
/-- For a bounded Wulff shape with finitely many facets of positive energy, relative energy errors
of at most `e`, where `0 ≤ e < 1`, give a relative volume error of at most `(1 + e) ^ d - 1`. -/
theorem relative_volume_error [Finite ι] (n : ι → EuclideanSpace ℝ (Fin d)) {g h : ι → ℝ}
    {e : ℝ} (hg : ∀ i, 0 < g i) (hb : Bornology.IsBounded (wulffShape n g))
    (he : 0 ≤ e) (he1 : e < 1) (hh : ∀ i, |h i - g i| ≤ e * g i) :
    |volume.real (wulffShape n h) / volume.real (wulffShape n g) - 1| ≤ (1 + e) ^ d - 1 := by
  have hV := volume_pos n hg hb
  obtain ⟨hlow, hupp⟩ := volume_between n hb he he1 hh
  rw [← le_div_iff₀ hV] at hlow
  rw [← div_le_iff₀ hV] at hupp
  -- Bernoulli's inequality: the loss of volume is bounded by the possible gain
  have h1 := one_add_mul_le_pow (show (-2 : ℝ) ≤ e by linarith) d
  have h2 := one_add_mul_le_pow (show (-2 : ℝ) ≤ -e by linarith) d
  rw [← sub_eq_add_neg] at h2
  rw [abs_le]
  constructor <;> linarith
```

The two uses of `one_add_mul_le_pow` are the two Bernoulli inequalities, and the final `linarith` combines them with the volume bounds. In three dimensions, energies good to 5% give a volume error of at most about 15.8%. This is the volume of the construction at fixed scale; the volume of an actual crystal is set by its amount of material.

The one-dimensional case can be seen directly. With normals \(+1\) and \(-1\) and positive energies \(a\) and \(b\), the shape is the interval \([-b,a]\), of length \(a+b\). Errors of at most \(ea\) and \(eb\) change the length by at most \(e(a+b)\), a relative error of \(e\), which is the bound for \(d=1\).

## How far points move

Suppose that every point of \(W(g)\) lies within distance \(R\) of the origin. A point \(x\in W(h)\) can be written as \(x=(1+e)y\) with \(y\in W(g)\), and then

\[
\|x-y\|=e\|y\|\le eR .
\]

Conversely, for \(y\in W(g)\) the point \(x=(1-e)y\) lies in \(W(h)\), and again \(\|y-x\|=e\|y\|\le eR\).

```lean
/-- If the true shape lies within distance `R` of the origin and the relative energy errors are at
most `e`, where `0 ≤ e < 1`, every point of either shape is within `e * R` of the other shape. -/
theorem surface_displacement (n : ι → EuclideanSpace ℝ (Fin d)) {g h : ι → ℝ} {e R : ℝ}
    (hR : ∀ x ∈ wulffShape n g, ‖x‖ ≤ R)
    (he : 0 ≤ e) (he1 : e < 1) (hh : ∀ i, |h i - g i| ≤ e * g i) :
    (∀ x ∈ wulffShape n h, ∃ y ∈ wulffShape n g, ‖x - y‖ ≤ e * R) ∧
      (∀ y ∈ wulffShape n g, ∃ x ∈ wulffShape n h, ‖y - x‖ ≤ e * R) := by
  obtain ⟨hlow, hupp⟩ := wulffShape_between n he he1 hh
  -- radial displacement by the fraction `e` of the position vector
  have key : ∀ y ∈ wulffShape n g, ‖e • y‖ ≤ e * R := fun y hy => by
    rw [norm_smul, Real.norm_of_nonneg he]
    exact mul_le_mul_of_nonneg_left (hR y hy) he
  constructor
  · intro x hx
    obtain ⟨y, hy, rfl⟩ := Set.mem_smul_set.mp (hupp hx)
    refine ⟨y, hy, ?_⟩
    have hxy : (1 + e) • y - y = e • y := by module
    rw [hxy]
    exact key y hy
  · intro y hy
    refine ⟨(1 - e) • y, hlow (Set.smul_mem_smul_set hy), ?_⟩
    have hxy : y - (1 - e) • y = e • y := by module
    rw [hxy]
    exact key y hy
```

The common estimate is `key`, and `module` verifies the two vector identities. The theorem compares the solid bodies: each point of one has a point of the other within \(eR\). It does not follow individual facets, whose areas may change or vanish.

## From shape back to energies

Now take the two inclusions as given, and ask what they say about facet \(i\). Suppose that its plane touches both shapes: there are \(x\in W(g)\) with \(\langle x,n_i\rangle=g_i\) and \(y\in W(h)\) with \(\langle y,n_i\rangle=h_i\). Since \((1-e)x\in W(h)\),

\[
(1-e)g_i=\langle(1-e)x,n_i\rangle\le h_i .
\]

Since \(y=(1+e)w\) for some \(w\in W(g)\),

\[
h_i=(1+e)\langle w,n_i\rangle\le(1+e)g_i .
\]

Together these say \(|h_i-g_i|\le e\,g_i\).

```lean
/-- Converse: if the computed shape lies between the true shape scaled by `1 - e` and by `1 + e`,
with `e ≥ 0`, and the plane of facet `i` touches both shapes, then the energy of that facet has
error at most `e * g i`. -/
theorem energy_error_of_between (n : ι → EuclideanSpace ℝ (Fin d)) {g h : ι → ℝ} {e : ℝ}
    (he : 0 ≤ e) (hlow : (1 - e) • wulffShape n g ⊆ wulffShape n h)
    (hupp : wulffShape n h ⊆ (1 + e) • wulffShape n g) (i : ι)
    (hgi : ∃ x ∈ wulffShape n g, inner ℝ x (n i) = g i)
    (hhi : ∃ x ∈ wulffShape n h, inner ℝ x (n i) = h i) :
    |h i - g i| ≤ e * g i := by
  obtain ⟨x, hx, hxi⟩ := hgi
  obtain ⟨y, hy, hyi⟩ := hhi
  -- the contact point of the true shape bounds `h i` from below
  have h1 : inner ℝ ((1 - e) • x) (n i) ≤ h i := hlow (Set.smul_mem_smul_set hx) i
  rw [real_inner_smul_left, hxi] at h1
  -- the contact point of the computed shape bounds `h i` from above
  obtain ⟨w, hw, rfl⟩ := Set.mem_smul_set.mp (hupp hy)
  rw [real_inner_smul_left] at hyi
  have h2 : (1 + e) * inner ℝ w (n i) ≤ (1 + e) * g i :=
    mul_le_mul_of_nonneg_left (hw i) (by linarith)
  rw [abs_le]
  constructor <;> linarith

end WulffShapeStability
```

The contact conditions are `hgi` and `hhi`, and `h1` and `h2` carry the lower and upper estimates. Contact at an edge or a corner is sufficient. If the plane lies clear of the computed shape, \(h_i\) can be raised at will without changing that shape, so the inclusions alone do not bound its error. Only \(e\ge0\) is assumed in this direction.

```lean
#print axioms WulffShapeStability.relative_volume_error
#print axioms WulffShapeStability.surface_displacement
#print axioms WulffShapeStability.energy_error_of_between
```

```
'WulffShapeStability.relative_volume_error' depends on axioms: [propext, Classical.choice, Quot.sound]
'WulffShapeStability.surface_displacement' depends on axioms: [propext, Classical.choice, Quot.sound]
'WulffShapeStability.energy_error_of_between' depends on axioms: [propext, Classical.choice, Quot.sound]
```
